# Dipole lifetimes of circular hydrogen states grow as $n^5$

To carry the zero-temperature radiative lifetime of a circular Rydberg state from one large principal quantum number $n$ to another, $n'$, one multiplies it by $(n'/n)^5$. Doubling $n$ lengthens the lifetime about 32 times, where the $n^3$ rule familiar for states of fixed low angular momentum would give 8. The factor is derived here for nonrelativistic hydrogen with a fixed nucleus, with spontaneous emission in the dipole approximation.

## The circular state and its one decay step

A circular state has the largest angular momentum its shell allows, $l=n-1$. In atomic units its reduced radial function is

$$u_n(r)=N_n\,r^n e^{-r/n},\qquad N_n^2=\frac{(2/n)^{2n+1}}{(2n)!}.$$

Differentiating $f=r^ne^{-r/n}$ gives $f'=(n/r-1/n)f$, and once more

$$f''=\left[\frac{n(n-1)}{r^2}-\frac2r+\frac1{n^2}\right]f .$$

This is the radial Coulomb equation with $l(l+1)=n(n-1)$ and energy $-1/(2n^2)$.

Dipole emission changes $l$ by one and must lower the energy, so the state can only go to the circular state of shell $n-1$. The rate, with the cube of the fine-structure constant taken out, is

$$A_n=\frac43\,w^3\,\frac{n-1}{2n-1}\,D_n^2,\qquad w=\frac12\left(\frac1{(n-1)^2}-\frac1{n^2}\right),\qquad D_n=\int_0^\infty u_n\,r\,u_{n-1}\,dr .$$

Here $w$ is the photon energy. The factor $4w^3/3$ comes from the coupling to the radiation field, and $(n-1)/(2n-1)$ is the angular part of the dipole strength, summed over final orientations.

## The dipole integral in closed form

Everything rests on $\int_0^\infty r^k e^{-br}dr=k!/b^{k+1}$ for $b>0$. With $k=2n$ and $b=2/n$ it gives $N_n$. For $D_n$ the power is again $2n$, and $b=\frac1n+\frac1{n-1}=\frac{2n-1}{n(n-1)}$. Hence, for $n\ge2$,

$$D_n^2=\frac{(2/n)^{2n+1}}{(2n)!}\,\frac{(2/(n-1))^{2n-1}}{(2n-2)!}\,\big((2n)!\big)^2\left(\frac{n(n-1)}{2n-1}\right)^{4n+2}.$$

Since $(2n)!/(2n-2)!=2n(2n-1)$, collecting powers leaves

$$D_n^2=\frac{2^{4n+1}\,n^{2n+2}\,(n-1)^{2n+3}}{(2n-1)^{4n+1}} .$$

For hydrogen this is an exact reference value against which a numerical radial integrator can be compared.

## From the exact rate to the exponent

The photon energy is $w=(2n-1)/\big(2n^2(n-1)^2\big)$. Inserting it and $D_n^2$ gives

$$n^5A_n=\frac16\,\frac{2^{4n+1}n^{2n+1}(n-1)^{2n-2}}{(2n-1)^{4n-1}} .$$

Because $4n(n-1)=(2n-1)^2-1$, this is the same as

$$n^5A_n=\frac23\left(1-\frac1{(2n-1)^2}\right)^{2(n-1)}\left(\frac{2n}{2n-1}\right)^3 .$$

Bernoulli's inequality bounds the large power:

$$1\ \ge\ \left(1-\frac1{(2n-1)^2}\right)^{2(n-1)}\ \ge\ 1-\frac{2(n-1)}{(2n-1)^2}\ \ge\ 1-\frac1n .$$

Also $1\le 2n/(2n-1)=1+1/(2n-1)\le1+1/n$. Both factors tend to 1, so $n^5A_n\to2/3$. Inverting, $A_n^{-1}/n^5\to3/2$, and multiplying by $n^2$ shows that $A_n^{-1}/n^3$ diverges.

## How the Lean statements express this

`profile n` is $f$, `amp n` is $N_n$, and `circular n` is their product $u_n$. `dipole n` is the integral $D_n$ over `Ioi 0`, the open half-line $r>0$. `photonEnergy n` is $w$ in hartree and `rate n` is $A_n$.

- `radial_equation` states the Coulomb equation for `profile n` at every $r>0$, for $n\ge1$; `circular_normalized` states $\int_0^\infty u_n^2\,dr=1$, also for $n\ge1$.
- `dipole_sq` states, for $n\ge2$, that $D_n$ is positive and that its square has the closed form.
- `scaled_rate` is the exact identity for $n^5A_n$, also for $n\ge2$.
- `rate_scaling` and `lifetime_scaling` are the limits; `atTop` as a target means divergence to $+\infty$.

The emission formula enters as the definition of `rate`, and the selection rule, which makes $A_n^{-1}$ divided by the cube of the fine-structure constant the lifetime in atomic units, is physical input, not a theorem of the file. Thermal radiation, fine structure and nuclear motion are absent from the model.

## The ground state as a counter-example

The condition $n\ge2$ says that a lower circular state exists. At $n=1$ there is none, and the formula for $u_0$ divides by zero. Lean sets such quotients to zero, so `amp 0` and `dipole 1` vanish and the positivity in `dipole_sq` fails. The identity in `scaled_rate` fails too: its left side is $0$ and its right side is $16/3$.

## The complete file

```lean
import Mathlib

open Filter Topology MeasureTheory Set

namespace CircularRydbergLifetime

noncomputable section

/-- The unnormalized radial function `r^n exp(-r/n)` of the circular state, in atomic units. -/
def profile (n : ℕ) (r : ℝ) : ℝ := r ^ n * Real.exp (-r / n)

/-- The normalization amplitude of the circular state. -/
def amp (n : ℕ) : ℝ := Real.sqrt ((2 / (n : ℝ)) ^ (2 * n + 1) / (Nat.factorial (2 * n) : ℝ))

/-- The reduced radial wave function of the circular state with principal quantum number `n`. -/
def circular (n : ℕ) (r : ℝ) : ℝ := amp n * profile n r

/-- The radial dipole integral between the circular states `n` and `n - 1`. -/
def dipole (n : ℕ) : ℝ := ∫ r in Ioi (0 : ℝ), circular n r * r * circular (n - 1) r

/-- The photon energy of the transition from `n` to `n - 1`, in hartree. -/
def photonEnergy (n : ℕ) : ℝ := (1 / ((n : ℝ) - 1) ^ 2 - 1 / (n : ℝ) ^ 2) / 2

/-- The spontaneous emission rate from the circular state `n` to `n - 1`, in atomic units
with the cube of the fine-structure constant taken out. -/
def rate (n : ℕ) : ℝ :=
  4 / 3 * photonEnergy n ^ 3 * (((n : ℝ) - 1) / (2 * n - 1)) * dipole n ^ 2

/-- The radial function has logarithmic derivative `n/r - 1/n`. -/
theorem hasDerivAt_profile (n : ℕ) {r : ℝ} (hr : 0 < r) :
    HasDerivAt (profile n) (((n : ℝ) / r - 1 / n) * profile n r) r := by
  have hexp : HasDerivAt (fun s : ℝ => Real.exp (-s / n)) (Real.exp (-r / n) * (-1 / n)) r :=
    ((hasDerivAt_id' r).fun_neg.div_const (n : ℝ)).exp
  have hp : (n : ℝ) * r ^ (n - 1) = n / r * r ^ n := by
    cases n with
    | zero => simp
    | succ k =>
      rw [Nat.add_sub_cancel, pow_succ]
      field_simp
  refine ((hasDerivAt_pow n r).fun_mul hexp).congr_deriv ?_
  rw [hp]
  unfold profile
  ring

/-- The circular radial function solves the radial Schrödinger equation of hydrogen with
angular momentum `l = n - 1` and energy `-1/(2n²)`. -/
theorem radial_equation (n : ℕ) (hn : 1 ≤ n) {r : ℝ} (hr : 0 < r) :
    -(deriv (deriv (profile n)) r) / 2
      + (((n : ℝ) - 1) * n / (2 * r ^ 2) - 1 / r) * profile n r
      = -1 / (2 * (n : ℝ) ^ 2) * profile n r := by
  have hn0 : (n : ℝ) ≠ 0 := by
    have : n ≠ 0 := by omega
    exact_mod_cast this
  have hev : deriv (profile n) =ᶠ[𝓝 r] fun s => ((n : ℝ) / s - 1 / n) * profile n s := by
    filter_upwards [Ioi_mem_nhds hr] with s hs
    exact (hasDerivAt_profile n hs).deriv
  have hinv : HasDerivAt (fun s : ℝ => (n : ℝ) / s - 1 / n) (-(n : ℝ) / r ^ 2) r := by
    have h := ((hasDerivAt_inv hr.ne').const_mul (n : ℝ)).sub_const (1 / (n : ℝ))
    exact (h.congr_deriv (by ring)).congr_of_eventuallyEq
      (Eventually.of_forall fun s => by simp [div_eq_mul_inv])
  rw [hev.deriv_eq, (hinv.fun_mul (hasDerivAt_profile n hr)).deriv]
  generalize profile n r = p
  field_simp
  ring

/-- The integral of `r^k exp(-br)` over the half-line is `k!/b^(k+1)`. -/
theorem integral_pow_exp (k : ℕ) {b : ℝ} (hb : 0 < b) :
    ∫ r in Ioi (0 : ℝ), r ^ k * Real.exp (-(b * r))
      = (Nat.factorial k : ℝ) / b ^ (k + 1) := by
  have h := Real.integral_rpow_mul_exp_neg_mul_Ioi (show (0 : ℝ) < (k : ℝ) + 1 by positivity) hb
  have e : (1 / b) ^ ((k : ℝ) + 1) = (1 / b) ^ (k + 1) := by
    rw [← Real.rpow_natCast]
    push_cast
    rfl
  rw [Real.Gamma_nat_eq_factorial, add_sub_cancel_right, e] at h
  simp only [Real.rpow_natCast] at h
  rw [h, one_div_pow]
  ring

/-- The circular states are normalized. -/
theorem circular_normalized (n : ℕ) (hn : 1 ≤ n) :
    ∫ r in Ioi (0 : ℝ), circular n r ^ 2 = 1 := by
  have hn0 : (0 : ℝ) < n := by exact_mod_cast hn
  have h : ∀ r : ℝ, circular n r ^ 2
      = amp n ^ 2 * (r ^ (2 * n) * Real.exp (-(2 / (n : ℝ) * r))) := by
    intro r
    have e : Real.exp (-(2 / (n : ℝ) * r)) = Real.exp (-r / n) * Real.exp (-r / n) := by
      rw [← Real.exp_add]
      congr 1
      ring
    rw [e]
    unfold circular profile
    ring
  simp_rw [h]
  rw [integral_const_mul, integral_pow_exp _ (by positivity), amp, Real.sq_sqrt (by positivity)]
  have h1 : (2 / (n : ℝ)) ^ (2 * n + 1) ≠ 0 := by positivity
  have h2 : (Nat.factorial (2 * n) : ℝ) ≠ 0 := by positivity
  rw [div_mul_div_comm, mul_comm, div_self (mul_ne_zero h2 h1)]

/-- The dipole integral between the circular states `m + 1` and `m`, in terms of their
amplitudes and a factorial. -/
theorem dipole_eq (m : ℕ) (hm : 1 ≤ m) :
    dipole (m + 1) = amp (m + 1) * amp m * ((Nat.factorial (2 * (m + 1)) : ℝ)
      / (1 / ((m + 1 : ℕ) : ℝ) + 1 / (m : ℝ)) ^ (2 * (m + 1) + 1)) := by
  have hm0 : (0 : ℝ) < m := by exact_mod_cast hm
  have h : ∀ r : ℝ, circular (m + 1) r * r * circular m r = amp (m + 1) * amp m *
      (r ^ (2 * (m + 1)) * Real.exp (-((1 / ((m + 1 : ℕ) : ℝ) + 1 / (m : ℝ)) * r))) := by
    intro r
    have e : Real.exp (-((1 / ((m + 1 : ℕ) : ℝ) + 1 / (m : ℝ)) * r))
        = Real.exp (-r / ((m + 1 : ℕ) : ℝ)) * Real.exp (-r / m) := by
      rw [← Real.exp_add]
      congr 1
      ring
    rw [e]
    unfold circular profile
    ring
  unfold dipole
  rw [Nat.add_sub_cancel]
  simp_rw [h]
  rw [integral_const_mul, integral_pow_exp _ (by positivity)]

/-- The dipole integral between neighbouring circular states is positive, and its square has
a closed form in `n`. -/
theorem dipole_sq (n : ℕ) (hn : 2 ≤ n) :
    0 < dipole n ∧ dipole n ^ 2 = 2 ^ (4 * n + 1) * (n : ℝ) ^ (2 * n + 2)
      * ((n : ℝ) - 1) ^ (2 * n + 3) / (2 * (n : ℝ) - 1) ^ (4 * n + 1) := by
  obtain ⟨m, rfl⟩ : ∃ m, n = m + 1 := ⟨n - 1, by omega⟩
  have hm : 1 ≤ m := by omega
  have hx : (0 : ℝ) < m := by exact_mod_cast hm
  rw [dipole_eq m hm]
  constructor
  · have h1 : 0 < amp (m + 1) := Real.sqrt_pos.2 (by positivity)
    have h2 : 0 < amp m := Real.sqrt_pos.2 (by positivity)
    positivity
  · have hfac : (Nat.factorial (2 * (m + 1)) : ℝ)
        = 2 * ((m : ℝ) + 1) * (2 * m + 1) * (Nat.factorial (2 * m) : ℝ) := by
      rw [show 2 * (m + 1) = 2 * m + 1 + 1 by ring, Nat.factorial_succ, Nat.factorial_succ]
      push_cast
      ring
    have hsum : 1 / ((m : ℝ) + 1) + 1 / (m : ℝ) = (2 * m + 1) / (m * ((m : ℝ) + 1)) := by
      field_simp
      ring
    have hF : (Nat.factorial (2 * m) : ℝ) ≠ 0 := by positivity
    have hy : (m : ℝ) + 1 ≠ 0 := by positivity
    have hz : 2 * (m : ℝ) + 1 ≠ 0 := by positivity
    rw [mul_pow, mul_pow, amp, amp, Real.sq_sqrt (by positivity), Real.sq_sqrt (by positivity),
      hfac, Nat.cast_add_one, hsum, add_sub_cancel_right,
      show 2 * ((m : ℝ) + 1) - 1 = 2 * m + 1 by ring]
    -- split every power into a common factor and a fixed small power
    have e1 : ∀ t : ℝ, t ^ (2 * (m + 1) + 1) = t ^ (2 * m) * t ^ 3 := fun t => by ring
    have e2 : ∀ t : ℝ, t ^ (2 * m + 1) = t ^ (2 * m) * t := fun t => by ring
    have e3 : ∀ t : ℝ, t ^ (4 * (m + 1) + 1) = (t ^ (2 * m)) ^ 2 * t ^ 5 := fun t => by ring
    have e4 : ∀ t : ℝ, t ^ (2 * (m + 1) + 2) = t ^ (2 * m) * t ^ 4 := fun t => by ring
    have e5 : ∀ t : ℝ, t ^ (2 * (m + 1) + 3) = t ^ (2 * m) * t ^ 5 := fun t => by ring
    rw [e1, e1, e2, e3, e3, e4, e5]
    generalize (Nat.factorial (2 * m) : ℝ) = F at hF ⊢
    generalize 2 * (m : ℝ) + 1 = z at hz ⊢
    generalize (m : ℝ) + 1 = y at hy ⊢
    have hx0 := hx.ne'
    generalize (m : ℝ) = x at hx0 ⊢
    have hX := pow_ne_zero (2 * m) hx0
    have hY := pow_ne_zero (2 * m) hy
    have hZ := pow_ne_zero (2 * m) hz
    rw [div_pow 2 y (2 * m), div_pow 2 x (2 * m), div_pow z (x * y) (2 * m),
      mul_pow x y (2 * m)]
    generalize x ^ (2 * m) = X at hX ⊢
    generalize y ^ (2 * m) = Y at hY ⊢
    generalize z ^ (2 * m) = Z at hZ ⊢
    generalize (2 : ℝ) ^ (2 * m) = T
    field_simp

/-- An exact expression for `n^5` times the emission rate of the circular state. -/
theorem scaled_rate (n : ℕ) (hn : 2 ≤ n) :
    (n : ℝ) ^ 5 * rate n = 2 / 3 * (1 - 1 / (2 * (n : ℝ) - 1) ^ 2) ^ (2 * (n - 1))
      * (2 * (n : ℝ) / (2 * n - 1)) ^ 3 := by
  unfold rate photonEnergy
  rw [(dipole_sq n hn).2]
  obtain ⟨m, rfl⟩ : ∃ m, n = m + 1 := ⟨n - 1, by omega⟩
  have hx : (m : ℝ) ≠ 0 := by
    have : m ≠ 0 := by omega
    exact_mod_cast this
  have hy : (m : ℝ) + 1 ≠ 0 := by positivity
  have hz : 2 * (m : ℝ) + 1 ≠ 0 := by positivity
  have hw : 1 / (m : ℝ) ^ 2 - 1 / ((m : ℝ) + 1) ^ 2
      = (2 * m + 1) / ((m : ℝ) ^ 2 * ((m : ℝ) + 1) ^ 2) := by
    field_simp
    ring
  have hq : 1 - 1 / (2 * (m : ℝ) + 1) ^ 2 = 4 * m * ((m : ℝ) + 1) / (2 * m + 1) ^ 2 := by
    field_simp
    ring
  have h2 : (2 : ℝ) ^ (4 * (m + 1) + 1) = 4 ^ (2 * m) * 32 := by
    rw [show 4 * (m + 1) + 1 = 2 * (2 * m) + 5 by ring, pow_add, pow_mul,
      show (2 : ℝ) ^ 2 = 4 by norm_num, show (2 : ℝ) ^ 5 = 32 by norm_num]
  have e3 : ∀ t : ℝ, t ^ (4 * (m + 1) + 1) = (t ^ (2 * m)) ^ 2 * t ^ 5 := fun t => by ring
  have e4 : ∀ t : ℝ, t ^ (2 * (m + 1) + 2) = t ^ (2 * m) * t ^ 4 := fun t => by ring
  have e5 : ∀ t : ℝ, t ^ (2 * (m + 1) + 3) = t ^ (2 * m) * t ^ 5 := fun t => by ring
  have e6 : ∀ t : ℝ, (t ^ 2) ^ (2 * m) = (t ^ (2 * m)) ^ 2 := fun t => by ring
  rw [Nat.add_sub_cancel, Nat.cast_add_one, add_sub_cancel_right,
    show 2 * ((m : ℝ) + 1) - 1 = 2 * m + 1 by ring, hw, hq, h2, e3, e4, e5,
    div_pow _ _ (2 * m), mul_pow _ _ (2 * m), mul_pow _ _ (2 * m), e6]
  generalize 2 * (m : ℝ) + 1 = z at hz ⊢
  generalize (m : ℝ) + 1 = y at hy ⊢
  generalize (m : ℝ) = x at hx ⊢
  have hZ := pow_ne_zero (2 * m) hz
  generalize z ^ (2 * m) = Z at hZ ⊢
  generalize x ^ (2 * m) = X
  generalize y ^ (2 * m) = Y
  generalize (4 : ℝ) ^ (2 * m) = Q
  field_simp
  ring

/-- The emission rate of circular states, multiplied by `n^5`, tends to `2/3`. -/
theorem rate_scaling : Tendsto (fun n : ℕ => (n : ℝ) ^ 5 * rate n) atTop (𝓝 (2 / 3)) := by
  rw [← tendsto_add_atTop_iff_nat 1]
  have h0 : Tendsto (fun m : ℕ => 1 / ((m : ℝ) + 1)) atTop (𝓝 0) :=
    tendsto_one_div_add_atTop_nhds_zero_nat
  have hlo : Tendsto (fun m : ℕ => 1 - 1 / ((m : ℝ) + 1)) atTop (𝓝 1) := by
    simpa using h0.const_sub 1
  have hup : Tendsto (fun m : ℕ => 1 + 1 / ((m : ℝ) + 1)) atTop (𝓝 1) := by
    simpa using h0.const_add 1
  -- Bernoulli's inequality controls the large power
  have hb : Tendsto (fun m : ℕ => (1 - 1 / (2 * (m : ℝ) + 1) ^ 2) ^ (2 * m)) atTop (𝓝 1) := by
    have hs : ∀ m : ℕ, 1 / (2 * (m : ℝ) + 1) ^ 2 ≤ 1 := fun m => by
      have hm : (0 : ℝ) ≤ m := Nat.cast_nonneg m
      rw [div_le_one (by positivity)]
      nlinarith
    refine tendsto_of_tendsto_of_tendsto_of_le_of_le hlo tendsto_const_nhds
      (fun m => ?_) (fun m => ?_)
    · have hm : (0 : ℝ) ≤ m := Nat.cast_nonneg m
      have hB := one_add_mul_le_pow
        (show (-2 : ℝ) ≤ -(1 / (2 * (m : ℝ) + 1) ^ 2) by linarith [hs m]) (2 * m)
      rw [← sub_eq_add_neg] at hB
      push_cast at hB
      have hq : 2 * (m : ℝ) * (1 / (2 * (m : ℝ) + 1) ^ 2) ≤ 1 / ((m : ℝ) + 1) := by
        rw [mul_one_div, div_le_div_iff₀ (by positivity) (by positivity)]
        nlinarith
      refine le_trans ?_ hB
      linarith
    · have hp : 0 ≤ 1 / (2 * (m : ℝ) + 1) ^ 2 := by positivity
      exact pow_le_one₀ (by linarith [hs m]) (by linarith)
  have hc : Tendsto (fun m : ℕ => 2 * ((m : ℝ) + 1) / (2 * m + 1)) atTop (𝓝 1) := by
    refine tendsto_of_tendsto_of_tendsto_of_le_of_le tendsto_const_nhds hup
      (fun m => ?_) (fun m => ?_)
    · show (1 : ℝ) ≤ 2 * ((m : ℝ) + 1) / (2 * m + 1)
      rw [le_div_iff₀ (by positivity)]
      linarith
    · show 2 * ((m : ℝ) + 1) / (2 * m + 1) ≤ 1 + 1 / ((m : ℝ) + 1)
      have hm : (0 : ℝ) ≤ m := Nat.cast_nonneg m
      have e : 2 * ((m : ℝ) + 1) / (2 * m + 1) = 1 + 1 / (2 * (m : ℝ) + 1) := by
        field_simp
        ring
      rw [e]
      gcongr
      linarith
  have h := (hb.const_mul (2 / 3)).mul (hc.pow 3)
  rw [show (2 / 3 : ℝ) * 1 * 1 ^ 3 = 2 / 3 by norm_num] at h
  refine h.congr' ?_
  filter_upwards [eventually_ge_atTop 1] with m hm
  rw [scaled_rate (m + 1) (by omega), Nat.add_sub_cancel, Nat.cast_add_one,
    show 2 * ((m : ℝ) + 1) - 1 = 2 * m + 1 by ring]

/-- The inverse emission rate divided by `n^5` tends to `3/2`, while divided by `n^3` it
grows without bound. -/
theorem lifetime_scaling :
    Tendsto (fun n : ℕ => (rate n)⁻¹ / (n : ℝ) ^ 5) atTop (𝓝 (3 / 2)) ∧
      Tendsto (fun n : ℕ => (rate n)⁻¹ / (n : ℝ) ^ 3) atTop atTop := by
  have h5 : Tendsto (fun n : ℕ => (rate n)⁻¹ / (n : ℝ) ^ 5) atTop (𝓝 (3 / 2)) := by
    have h := rate_scaling.inv₀ (by norm_num)
    rw [show (2 / 3 : ℝ)⁻¹ = 3 / 2 by norm_num] at h
    refine h.congr fun n => ?_
    rw [mul_inv, div_eq_mul_inv, mul_comm]
  refine ⟨h5, ?_⟩
  have h2 : Tendsto (fun n : ℕ => (n : ℝ) ^ 2) atTop atTop :=
    (tendsto_pow_atTop two_ne_zero).comp tendsto_natCast_atTop_atTop
  refine (h5.pos_mul_atTop (by norm_num) h2).congr' ?_
  filter_upwards [eventually_ge_atTop 1] with n hn
  have hn0 : (n : ℝ) ≠ 0 := by
    have : n ≠ 0 := by omega
    exact_mod_cast this
  generalize (rate n)⁻¹ = t
  field_simp

end

end CircularRydbergLifetime
```

```lean
#print axioms CircularRydbergLifetime.radial_equation
#print axioms CircularRydbergLifetime.circular_normalized
#print axioms CircularRydbergLifetime.dipole_sq
#print axioms CircularRydbergLifetime.lifetime_scaling
```

```
'CircularRydbergLifetime.radial_equation' depends on axioms: [propext, Classical.choice, Quot.sound]
'CircularRydbergLifetime.circular_normalized' depends on axioms: [propext, Classical.choice, Quot.sound]
'CircularRydbergLifetime.dipole_sq' depends on axioms: [propext, Classical.choice, Quot.sound]
'CircularRydbergLifetime.lifetime_scaling' depends on axioms: [propext, Classical.choice, Quot.sound]
```

## How the proof follows the calculation

`hasDerivAt_profile` is the formula for $f'$. To differentiate again, `radial_equation` needs that formula in a neighbourhood of $r$, which `hev` supplies; the product rule and `field_simp` with `ring` finish the equation.

`integral_pow_exp` obtains the factorial integral from Mathlib's Gamma integral. `circular_normalized` and `dipole_eq` merge the two exponentials into one and apply it.

From `dipole_eq` on, the algebra is done with $n=m+1$, which avoids subtraction in the exponents. In `dipole_sq`, `hfac` is the factorial ratio and `hsum` the sum of the two decay constants. The equations `e1` to `e5` split each power into a part with exponent built from $2m$ and a fixed small power. Once the former are replaced by plain variables through `generalize`, `field_simp` can cancel them. `scaled_rate` proceeds in the same way, with `hw` for the photon energy and `hq` for $1-1/(2n-1)^2=4n(n-1)/(2n-1)^2$.

In `rate_scaling`, `hb` is the Bernoulli squeeze, with `one_add_mul_le_pow` as the inequality, and `hc` is the squeeze for $2n/(2n-1)$. Their product gives the limit, which `scaled_rate` transfers to the rate. `lifetime_scaling` inverts this limit with `inv₀`, then multiplies by the diverging $n^2$ using `pos_mul_atTop`.
